# The Powell symmetric Broyden update is not covariant under unequal scaling of coordinates

Take two coordinates, a zero Hessian model $B=0$, a step $s=(1,1)$ and a gradient change $y=(1,0)$. The Powell symmetric Broyden (PSB) update gives

$$B'=\tfrac12(ys^T+sy^T)-\tfrac14ss^T=\begin{pmatrix}3/4&1/4\\1/4&-1/4\end{pmatrix}.$$

Now describe the same step in coordinates $x'=T^{-1}x$ with $T=\mathrm{diag}(1,2)$. The step becomes $t=T^{-1}s=(1,\tfrac12)$ and the gradient change $T^Ty=(1,0)$. Updating there, and transforming $B'$ there, give respectively

$$\begin{pmatrix}24/25&2/25\\2/25&-4/25\end{pmatrix},\qquad T^TB'T=\begin{pmatrix}3/4&1/2\\1/2&-1\end{pmatrix}.$$

Both matrices map $t$ to $T^Ty$, but they differ elsewhere. The formula contains the vector $s/(s\cdot s)$. Transforming $B'$ turns it into $T^Ts/(s\cdot s)=(\tfrac12,1)$, whereas the update in the new coordinates uses $t/(t\cdot t)=(\tfrac45,\tfrac25)$.

```lean
import Mathlib

open Matrix

namespace PowellUpdateScaling

noncomputable section

variable {n : Type*} [Fintype n] [DecidableEq n]
```

The finite type `n` labels the coordinates, so vectors are functions `n → ℝ`.

```lean
/-- The Powell symmetric Broyden update of the Hessian model `B` for the step `s` and the
gradient change `y`. -/
def psb (B : Matrix n n ℝ) (s y : n → ℝ) : Matrix n n ℝ :=
  B + (s ⬝ᵥ s)⁻¹ • (vecMulVec (y - B *ᵥ s) s + vecMulVec s (y - B *ᵥ s))
    - (((y - B *ᵥ s) ⬝ᵥ s) / (s ⬝ᵥ s) ^ 2) • vecMulVec s s
```

With residual $r=y-Bs$, this reads

$$B'=B+\frac{rs^T+sr^T}{s\cdot s}-\frac{r\cdot s}{(s\cdot s)^2}\,ss^T.$$

Here `⬝ᵥ` is the dot product, `*ᵥ` applies a matrix to a vector, `•` multiplies by a scalar, and `vecMulVec a b` is $ab^T$.

```lean
/-- Updating in the new coordinates `T⁻¹ x` gives the same Hessian model as updating in the
old coordinates `x` and transforming afterwards. -/
def Covariant (T B : Matrix n n ℝ) (s y : n → ℝ) : Prop :=
  psb (Tᵀ * B * T) (T⁻¹ *ᵥ s) (Tᵀ *ᵥ y) = Tᵀ * psb B s y * T
```

`Covariant` is a statement about one choice of $T,B,s,y$: update and coordinate change can be exchanged. Steps transform with $T^{-1}$, gradients with $T^T$, and Hessians as $T^TBT$. The matrix $T$ is constant, so curvilinear internal coordinates are not covered.

```lean
omit [DecidableEq n] in
/-- The updated Hessian model, transformed to the new coordinates, written out with the
transformed residual `Tᵀ r` and the vector `Tᵀ s`. -/
theorem transformed_psb (T B : Matrix n n ℝ) (s y : n → ℝ) :
    Tᵀ * psb B s y * T = Tᵀ * B * T
      + (s ⬝ᵥ s)⁻¹ • (vecMulVec (Tᵀ *ᵥ (y - B *ᵥ s)) (Tᵀ *ᵥ s)
        + vecMulVec (Tᵀ *ᵥ s) (Tᵀ *ᵥ (y - B *ᵥ s)))
      - (((y - B *ᵥ s) ⬝ᵥ s) / (s ⬝ᵥ s) ^ 2) • vecMulVec (Tᵀ *ᵥ s) (Tᵀ *ᵥ s) := by
  have key : ∀ a b : n → ℝ,
      Tᵀ * vecMulVec a b * T = vecMulVec (Tᵀ *ᵥ a) (Tᵀ *ᵥ b) := by
    intro a b
    rw [Matrix.mul_vecMulVec, Matrix.vecMulVec_mul, Matrix.mulVec_transpose T b]
  simp only [psb, Matrix.mul_add, Matrix.mul_sub, Matrix.add_mul, Matrix.sub_mul,
    Matrix.mul_smul, Matrix.smul_mul, key]
```

Since $T^T(ab^T)T=(T^Ta)(T^Tb)^T$, which is `key`, the transformed update contains $\rho=T^Tr$ and $u=T^Ts$:

$$T^TB'T=T^TBT+\frac{\rho u^T+u\rho^T}{s\cdot s}-\frac{r\cdot s}{(s\cdot s)^2}\,uu^T.$$

```lean
/-- The pairing of a gradient-like vector with a step is the same in both coordinate systems. -/
theorem pairing_invariant {T : Matrix n n ℝ} (hT : IsUnit T.det) (r s : n → ℝ) :
    (Tᵀ *ᵥ r) ⬝ᵥ (T⁻¹ *ᵥ s) = r ⬝ᵥ s := by
  rw [Matrix.mulVec_transpose, ← Matrix.dotProduct_mulVec, Matrix.mulVec_mulVec,
    Matrix.mul_nonsing_inv _ hT, Matrix.one_mulVec]
```

For invertible $T$ (`IsUnit T.det`), $(T^Tr)\cdot(T^{-1}s)=r\cdot(TT^{-1}s)=r\cdot s$.

```lean
/-- The update carried out in the new coordinates, written out with the transformed residual
`Tᵀ r` and the transformed step `T⁻¹ s`. -/
theorem psb_transformed {T : Matrix n n ℝ} (hT : IsUnit T.det) (B : Matrix n n ℝ)
    (s y : n → ℝ) :
    psb (Tᵀ * B * T) (T⁻¹ *ᵥ s) (Tᵀ *ᵥ y) = Tᵀ * B * T
      + ((T⁻¹ *ᵥ s) ⬝ᵥ (T⁻¹ *ᵥ s))⁻¹ • (vecMulVec (Tᵀ *ᵥ (y - B *ᵥ s)) (T⁻¹ *ᵥ s)
        + vecMulVec (T⁻¹ *ᵥ s) (Tᵀ *ᵥ (y - B *ᵥ s)))
      - (((y - B *ᵥ s) ⬝ᵥ s) / ((T⁻¹ *ᵥ s) ⬝ᵥ (T⁻¹ *ᵥ s)) ^ 2) •
        vecMulVec (T⁻¹ *ᵥ s) (T⁻¹ *ᵥ s) := by
  have hr : Tᵀ *ᵥ y - (Tᵀ * B * T) *ᵥ (T⁻¹ *ᵥ s) = Tᵀ *ᵥ (y - B *ᵥ s) := by
    rw [Matrix.mulVec_mulVec, Matrix.mul_assoc (Tᵀ * B), Matrix.mul_nonsing_inv _ hT,
      Matrix.mul_one, Matrix.mulVec_sub, Matrix.mulVec_mulVec]
  simp only [psb, hr, pairing_invariant hT]
```

The residual in the new coordinates is $T^Ty-T^TBT\,T^{-1}s=\rho$. With $q=t\cdot t$, the update made there is therefore

$$T^TBT+\frac{\rho t^T+t\rho^T}{q}-\frac{r\cdot s}{q^2}\,tt^T.$$

The two expressions differ only in having $t/q$ where the other has $u/(s\cdot s)$.

```lean
/-- If `T` is invertible and the step is an eigenvector of `T Tᵀ`, the Powell update is covariant
under `T` for every Hessian model and every gradient change. -/
theorem covariant_of_eigenvector {T : Matrix n n ℝ} (hT : IsUnit T.det) {s : n → ℝ}
    (hs : s ≠ 0) {c : ℝ} (h : (T * Tᵀ) *ᵥ s = c • s) (B : Matrix n n ℝ) (y : n → ℝ) :
    Covariant T B s y := by
  have hu : Tᵀ *ᵥ s = c • (T⁻¹ *ᵥ s) := by
    rw [← Matrix.mulVec_smul, ← h, Matrix.mulVec_mulVec, ← Matrix.mul_assoc,
      Matrix.nonsing_inv_mul _ hT, Matrix.one_mul]
  have hss : s ⬝ᵥ s ≠ 0 := fun h0 => hs (dotProduct_self_eq_zero.mp h0)
  -- the squared step lengths differ by the factor c
  have hc : s ⬝ᵥ s = c * ((T⁻¹ *ᵥ s) ⬝ᵥ (T⁻¹ *ᵥ s)) := by
    rw [← pairing_invariant hT s s, hu, smul_dotProduct, smul_eq_mul]
  unfold Covariant
  rw [psb_transformed hT, transformed_psb, hu]
  rw [hc] at hss
  have hc0 : c ≠ 0 := left_ne_zero_of_mul hss
  have ht0 := right_ne_zero_of_mul hss
  rw [hc]
  generalize (T⁻¹ *ᵥ s) ⬝ᵥ (T⁻¹ *ᵥ s) = q at ht0 ⊢
  ext i j
  simp only [Matrix.add_apply, Matrix.sub_apply, Matrix.smul_apply, vecMulVec_apply,
    Pi.smul_apply, smul_eq_mul]
  have e1 : (c * q)⁻¹ * c = q⁻¹ := by field_simp
  have e2 : ∀ p : ℝ, p / (c * q) ^ 2 * c ^ 2 = p / q ^ 2 := by
    intro p
    field_simp
  rw [← e1, ← e2]
  ring
```

Suppose $TT^Ts=cs$ with $s\neq0$. Multiplying by $T^{-1}$ gives $u=ct$ (`hu`), and then $s\cdot s=u\cdot t=cq$ (`hc`). Hence $u/(s\cdot s)=t/q$, and the updates agree for every $B$ and $y$. Lean compares entries, cancels $c$ with `field_simp`, and finishes with `ring`.

```lean
/-- Let `T` be invertible and the step nonzero. If the Powell update of the zero Hessian model is
covariant under `T` for every gradient change, then the step is an eigenvector of `T Tᵀ`. -/
theorem eigenvector_of_covariant {T : Matrix n n ℝ} (hT : IsUnit T.det) {s : n → ℝ}
    (hs : s ≠ 0) (h : ∀ y, Covariant T 0 s y) : ∃ c : ℝ, (T * Tᵀ) *ᵥ s = c • s := by
  have hback : T *ᵥ (T⁻¹ *ᵥ s) = s := by
    rw [Matrix.mulVec_mulVec, Matrix.mul_nonsing_inv _ hT, Matrix.one_mulVec]
  have hss : s ⬝ᵥ s ≠ 0 := fun h0 => hs (dotProduct_self_eq_zero.mp h0)
  have htt : (T⁻¹ *ᵥ s) ⬝ᵥ (T⁻¹ *ᵥ s) ≠ 0 := by
    intro h0
    apply hs
    rw [← hback, dotProduct_self_eq_zero.mp h0, Matrix.mulVec_zero]
  -- the mismatch d is orthogonal to the new step; use it as the new gradient change
  obtain ⟨d, hd⟩ : ∃ d : n → ℝ, d = (s ⬝ᵥ s)⁻¹ • (Tᵀ *ᵥ s)
      - ((T⁻¹ *ᵥ s) ⬝ᵥ (T⁻¹ *ᵥ s))⁻¹ • (T⁻¹ *ᵥ s) := ⟨_, rfl⟩
  have hy : Tᵀ *ᵥ ((T⁻¹)ᵀ *ᵥ d) = d := by
    rw [Matrix.mulVec_mulVec, ← Matrix.transpose_mul, Matrix.nonsing_inv_mul _ hT,
      Matrix.transpose_one, Matrix.one_mulVec]
  have horth : ((T⁻¹)ᵀ *ᵥ d) ⬝ᵥ s = 0 := by
    rw [← pairing_invariant hT, hy, hd, sub_dotProduct, smul_dotProduct, smul_dotProduct,
      pairing_invariant hT, smul_eq_mul, smul_eq_mul, inv_mul_cancel₀ hss,
      inv_mul_cancel₀ htt, sub_self]
  have he := h ((T⁻¹)ᵀ *ᵥ d)
  unfold Covariant at he
  rw [psb_transformed hT, transformed_psb] at he
  simp only [Matrix.zero_mulVec, sub_zero, hy, horth, zero_div, zero_smul] at he
  have hd0 : ∀ i, d i = 0 := by
    intro i
    have h1 := congrFun (congrFun he i) i
    have h2 := congrFun hd i
    simp only [Matrix.add_apply, Matrix.smul_apply, vecMulVec_apply, smul_eq_mul] at h1
    simp only [Pi.sub_apply, Pi.smul_apply, smul_eq_mul] at h2
    have h3 : d i * d i = 0 := by linear_combination d i * h2 - h1 / 2
    exact mul_self_eq_zero.mp h3
  refine ⟨(s ⬝ᵥ s) * ((T⁻¹ *ᵥ s) ⬝ᵥ (T⁻¹ *ᵥ s))⁻¹, ?_⟩
  have hu : Tᵀ *ᵥ s = ((s ⬝ᵥ s) * ((T⁻¹ *ᵥ s) ⬝ᵥ (T⁻¹ *ᵥ s))⁻¹) • (T⁻¹ *ᵥ s) := by
    ext i
    have h2 := congrFun hd i
    rw [hd0 i] at h2
    simp only [Pi.sub_apply, Pi.smul_apply, smul_eq_mul] at h2 ⊢
    have h4 := mul_inv_cancel₀ hss
    linear_combination (-(s ⬝ᵥ s)) * h2 - (Tᵀ *ᵥ s) i * h4
  rw [← Matrix.mulVec_mulVec, hu, Matrix.mulVec_smul, hback]
```

For the converse, let $d=u/(s\cdot s)-t/q$. Because $u\cdot t=s\cdot s$, we have $d\cdot t=1-1=0$. Choose $B=0$ and $y=(T^{-1})^Td$, so that $\rho=d$ and $r\cdot s=d\cdot t=0$. Covariance now says

$$\frac{dt^T+td^T}{q}=\frac{du^T+ud^T}{s\cdot s},$$

that is, $2dd^T=0$. The diagonal entries give $d_i^2=0$, which `linear_combination` extracts. Thus $u=(s\cdot s/q)\,t$, and applying $T$ yields $TT^Ts=(s\cdot s/q)\,s$.

```lean
/-- A matrix for which every nonzero vector is an eigenvector is a multiple of the identity. -/
theorem scalar_of_all_eigenvectors (M : Matrix n n ℝ)
    (h : ∀ s : n → ℝ, s ≠ 0 → ∃ c : ℝ, M *ᵥ s = c • s) : ∃ c : ℝ, M = c • 1 := by
  have off : ∀ i j, i ≠ j → M i j = 0 := by
    intro i j hij
    obtain ⟨c, hc⟩ := h (Pi.single j 1) (fun h0 => by simpa using congrFun h0 j)
    simpa [hij] using congrFun hc i
  have diag : ∀ i j, M i i = M j j := by
    intro i j
    by_cases hij : i = j
    · rw [hij]
    obtain ⟨c, hc⟩ := h (Pi.single i 1 + Pi.single j 1)
      (fun h0 => by simpa [hij] using congrFun h0 i)
    have h1 := congrFun hc i
    have h2 := congrFun hc j
    simp [Matrix.mulVec_add, hij, off i j hij] at h1
    simp [Matrix.mulVec_add, Ne.symm hij, off j i (Ne.symm hij)] at h2
    rw [h1, h2]
  rcases isEmpty_or_nonempty n with hn | ⟨⟨k⟩⟩
  · exact ⟨0, by ext i; exact hn.elim i⟩
  · refine ⟨M k k, ?_⟩
    ext i j
    by_cases hij : i = j
    · subst hij
      simp [diag i k]
    · simp [hij, off i j hij]
```

Testing $M$ on a unit vector $e_j$ shows that the off-diagonal entries of column $j$ vanish (`off`). Testing it on $e_i+e_j$ gives $M_{ii}=M_{jj}$ (`diag`). So $M=c\,1$; an empty index set is treated separately.

```lean
/-- The Powell update is covariant under an invertible `T` for all symmetric Hessian models,
nonzero steps and gradient changes exactly when `T Tᵀ` is a multiple of the identity. -/
theorem covariant_iff_similarity {T : Matrix n n ℝ} (hT : IsUnit T.det) :
    (∀ (B : Matrix n n ℝ) (s y : n → ℝ), B.IsSymm → s ≠ 0 → Covariant T B s y) ↔
      ∃ c : ℝ, T * Tᵀ = c • 1 := by
  constructor
  · intro h
    exact scalar_of_all_eigenvectors _ fun s hs =>
      eigenvector_of_covariant hT hs fun y => h 0 s y Matrix.transpose_zero hs
  · rintro ⟨c, hc⟩ B s y - hs
    exact covariant_of_eigenvector hT hs (c := c)
      (by rw [hc, Matrix.smul_mulVec, Matrix.one_mulVec]) B y
```

Combining these results, an invertible $T$ preserves the update for all symmetric $B$, all nonzero $s$ and all $y$ exactly when $TT^T=c\,1$. In one or more dimensions, this means an orthogonal matrix times a uniform scale factor. For any other $T$ some data break covariance, though particular data may still respect it, for instance when $r=0$.

```lean
/-- For `B = 0`, `s = (1,1)`, `y = (1,0)` and `T = diag(1,2)`: the update in the scaled
coordinates, and the transformed update from the original coordinates. -/
theorem scaling_example_values :
    psb ((!![1, 0; 0, 2] : Matrix (Fin 2) (Fin 2) ℝ)ᵀ * 0 * !![1, 0; 0, 2])
        ((!![1, 0; 0, 2] : Matrix (Fin 2) (Fin 2) ℝ)⁻¹ *ᵥ ![1, 1])
        ((!![1, 0; 0, 2] : Matrix (Fin 2) (Fin 2) ℝ)ᵀ *ᵥ ![1, 0])
      = !![24 / 25, 2 / 25; 2 / 25, -4 / 25] ∧
    (!![1, 0; 0, 2] : Matrix (Fin 2) (Fin 2) ℝ)ᵀ * psb 0 ![1, 1] ![1, 0] * !![1, 0; 0, 2]
      = !![3 / 4, 1 / 2; 1 / 2, -1] := by
  have hinv : (!![1, 0; 0, 2] : Matrix (Fin 2) (Fin 2) ℝ)⁻¹ = !![1, 0; 0, 1 / 2] := by
    apply Matrix.inv_eq_right_inv
    ext i j
    fin_cases i <;> fin_cases j <;> simp [Matrix.mul_apply, Fin.sum_univ_succ]
  have hs : (!![1, 0; 0, 1 / 2] : Matrix (Fin 2) (Fin 2) ℝ) *ᵥ ![1, 1] = ![1, 1 / 2] := by
    ext i
    fin_cases i <;> simp [Matrix.mulVec, dotProduct, Fin.sum_univ_succ]
  have hy : (!![1, 0; 0, 2] : Matrix (Fin 2) (Fin 2) ℝ)ᵀ *ᵥ ![1, 0] = ![1, 0] := by
    ext i
    fin_cases i <;> simp [Matrix.mulVec, dotProduct, Fin.sum_univ_succ]
  constructor
  · rw [hinv, hs, hy, Matrix.mul_zero, Matrix.zero_mul]
    ext i j
    fin_cases i <;> fin_cases j <;>
      simp [psb, dotProduct, Fin.sum_univ_succ] <;> norm_num
  · ext i j
    fin_cases i <;> fin_cases j <;>
      simp [psb, dotProduct, Matrix.mul_apply, Fin.sum_univ_succ] <;>
      norm_num
```

These are the two matrices from the beginning. Lean first establishes $T^{-1}$, $t$ and $T^Ty$, then checks the four entries of each matrix (`fin_cases`, `norm_num`).

```lean
/-- The Powell update is not covariant under the scaling `T = diag(1,2)` for `B = 0`,
`s = (1,1)` and `y = (1,0)`. -/
theorem psb_not_scaling_covariant :
    ¬ Covariant (!![1, 0; 0, 2] : Matrix (Fin 2) (Fin 2) ℝ) 0 ![1, 1] ![1, 0] := by
  intro h
  unfold Covariant at h
  rw [scaling_example_values.1, scaling_example_values.2] at h
  have h00 := congrFun (congrFun h 0) 0
  norm_num at h00

end

end PowellUpdateScaling
```

If the matrices were equal, their upper-left entries would give $24/25=3/4$, which is false.

```lean
#print axioms PowellUpdateScaling.covariant_iff_similarity
-- 'PowellUpdateScaling.covariant_iff_similarity' depends on axioms: [propext, Classical.choice, Quot.sound]
#print axioms PowellUpdateScaling.psb_not_scaling_covariant
-- 'PowellUpdateScaling.psb_not_scaling_covariant' depends on axioms: [propext, Classical.choice, Quot.sound]
```

In a geometry optimisation or saddle search that uses this update, the code forms $s=x_{\text{new}}-x_{\text{old}}$ and $y=g_{\text{new}}-g_{\text{old}}$ after each step, computes $r$, and adds the correction to the stored Hessian. Mass-weighting is a linear change of coordinates with $T=M^{-1/2}$, where $M$ is the diagonal mass matrix, so $TT^T=M^{-1}$. With unequal masses, updating a Cartesian Hessian and then mass-weighting it can differ from updating in mass-weighted coordinates. A step that moves only atoms of equal mass is an eigenvector of $M^{-1}$, and for it the two orders agree.
